# Terms R^k q(ln R) in six dimensions: for natural k and a nonzero source the logarithm power rises only at λ = k(k+4)

## Hyperradius, radial operator and sign conventions

Two electrons at r₁ and r₂, measured from a fixed nucleus, form a point in d = 6 dimensions with hyperradius R = √(|r₁|² + |r₂|²). The Laplacian in d dimensions splits as

    Δ = ∂²/∂R² + ((d−1)/R) ∂/∂R − Λ²/R²

where Λ² acts on the hyperangles only. Its radial part is written D, so that for d = 6

    D f = f″ + (5/R) f′.

On an eigenfunction of Λ² the angular operator becomes a number λ, and the term enters with the sign −λ/R². For hyperspherical harmonics in six dimensions λ = K(K+4) with K a natural number; below, λ is any real number. The factor −½ of the kinetic energy is not part of D and has to be absorbed into the source.

A Fock-type term is R^k q(t) with t = ln R, where q is a real polynomial and R > 0 is measured in a fixed unit of length. Primes on q mean d/dt. The degree of q is the highest power of ln R that multiplies R^k.

## The operator identity and the degree rule

For R > 0, natural k and d = 6,

    D[R^k q(ln R)] = R^(k−2) · (k(k+4) q + (2k+4) q′ + q″)(ln R).

Given a polynomial s, the radial equation

    (D − λ/R²)[R^k q(ln R)] = R^(k−2) s(ln R)   for all R > 0

is therefore equivalent to the polynomial equation

    (k(k+4) − λ) q + (2k+4) q′ + q″ = s.

If s ≠ 0, this equation has a polynomial solution, and every polynomial solution satisfies

    deg q = deg s + 1   if λ = k(k+4),
    deg q = deg s       otherwise.

The case λ = k(k+4) is called resonance. The same holds for real k and real d with k(k+d−2) and 2k+d−2 in place of k(k+4) and 2k+4, under the hypothesis 2k+d−2 ≠ 0, which is automatic for d = 6 and k ≥ 0.

## Sizing the logarithm index in an order-by-order solver

The Coulomb potential of the two electrons and the nucleus is 1/R times a function of the hyperangles. Substituting a series in R^k (ln R)^j, with coefficients that depend on the hyperangles, into the Schrödinger equation and collecting the power R^(k−2) gives an equation for the order-k term whose right side is built from orders k−1 (through the potential) and k−2 (through the energy). Projection on one hyperspherical harmonic gives the radial equation above. A code that carries out this recursion can use the degree rule for one angular channel and one order at a time, with the source taken as given: for a nonzero projected source it fixes the array length in the logarithm index and says that one more slot is needed exactly when λ = k(k+4).

With q = Σ q_j t^j, s = Σ s_j t^j, n = deg s, a = k(k+4) − λ and b = 2k+4, the coefficient of t^j reads

    a q_j + b (j+1) q_(j+1) + (j+1)(j+2) q_(j+2) = s_j.

For a ≠ 0 it is solved downwards from j = n for q_j. For a = 0 the same sweep yields q_(j+1), and q_0 never appears. For k = 2 and s = 1, the channel λ = 0 gives q = 1/12, while λ = 12 gives q = t/8 plus a constant, a term R² ln R. At k = 0, λ = 0 and s = 1 give q = t/4 plus a constant; this case is purely algebraic, since in the recursion above there are no orders −1 and −2, the source at k = 0 vanishes and no ln R term arises there. With λ = K(K+4) and natural k, K, resonance means k = K and can be tested on integers.

## From the radial equation to degree counting

The product and chain rules give

    d/dR [R^k q(ln R)] = k R^(k−1) q + R^k q′/R = R^(k−1) (kq + q′)(ln R).

The result has the same form, with exponent k−1 and polynomial kq + q′. Applying the rule again,

    d²/dR² [R^k q] = R^(k−2) ((k−1)(kq + q′) + kq′ + q″)
                   = R^(k−2) (k(k−1) q + (2k−1) q′ + q″).

Adding (d−1)/R times the first derivative contributes R^(k−2) (d−1)(kq + q′), so

    D[R^k q] = R^(k−2) (k(k+d−2) q + (2k+d−2) q′ + q″).

The angular term is −λ R^(k−2) q. If the radial equation holds for all R > 0, put R = e^t and cancel the positive factor R^(k−2). The two polynomials then agree at every real t and are equal. The converse is substitution.

For the algebra, let a, b, c be real numbers and set

    L q = a q + T q,    T q = b q′ + c q″.

For q ≠ 0 one has deg Tq < deg q, where the zero polynomial is given degree −∞ (Lean's `degree`), so that a nonzero constant q, for which Tq = 0, is included. If a ≠ 0, the leading term of Lq is therefore that of aq, and deg Lq = deg q. Existence for a ≠ 0 follows by induction on deg s. The source s = 0 has q = 0. Otherwise Ts has lower degree than s, so some p has Lp = Ts, and q = (s − p)/a gives

    L q = (a s + T s − L p)/a = s.

At resonance a = 0 and c = 1, and with p = q′ the equation becomes

    b p + p′ = s.

This is again of the form L, with coefficients (b, 1, 0), and its leading coefficient b is nonzero by hypothesis. So p exists, and any such p has deg p = deg s. A polynomial q with q′ = p is found by integrating term by term, t^m ↦ t^(m+1)/(m+1). For the degree, s ≠ 0 forces q′ ≠ 0, so q is not constant. If deg q = m + 1, the coefficient of t^m in q′ is (m+1) times the leading coefficient of q, which is nonzero. Hence deg q′ = m and deg q = deg s + 1.

## The Lean file

```lean
import Mathlib

open Polynomial Filter Topology

namespace FockExpansion

noncomputable section

/-- A Fock-type term `R^k q(ln R)`: a power of the hyperradius times a polynomial in its
logarithm. -/
def logTerm (k : ℝ) (q : ℝ[X]) (R : ℝ) : ℝ := R ^ k * q.eval (Real.log R)

/-- The hyperradial operator `d²/dR² + ((d-1)/R) d/dR` in dimension `d`; for `d = 6` the
coefficient is `5/R`. -/
def hyperradial (d : ℝ) (f : ℝ → ℝ) (R : ℝ) : ℝ :=
  deriv (deriv f) R + (d - 1) / R * deriv f R

/-- The operator `q ↦ a q + b q' + c q''` on polynomials in the logarithm. -/
def logOp (a b c : ℝ) (q : ℝ[X]) : ℝ[X] :=
  C a * q + C b * derivative q + C c * derivative (derivative q)

/-- The term `R^k q(ln R)` solves the radial equation with angular term `-λ/R²` and source
`R^(k-2) s(ln R)` at every `R > 0`. -/
def SolvesRadial (d lam k : ℝ) (q s : ℝ[X]) : Prop :=
  ∀ R, 0 < R → hyperradial d (logTerm k q) R - lam / R ^ 2 * logTerm k q R = logTerm (k - 2) s R

/-- For `R > 0` the derivative of `R^k q(ln R)` is `R^(k-1) (k q + q')(ln R)`. -/
theorem hasDerivAt_logTerm (k : ℝ) (q : ℝ[X]) {R : ℝ} (hR : 0 < R) :
    HasDerivAt (logTerm k q) (logTerm (k - 1) (C k * q + derivative q) R) R := by
  have h1 : HasDerivAt (fun x : ℝ => x ^ k) (k * R ^ (k - 1)) R :=
    Real.hasDerivAt_rpow_const (Or.inl hR.ne')
  have h2 : HasDerivAt (fun x : ℝ => q.eval (Real.log x))
      ((derivative q).eval (Real.log R) * R⁻¹) R :=
    (q.hasDerivAt (Real.log R)).comp R (Real.hasDerivAt_log hR.ne')
  have h3 : HasDerivAt (logTerm k q) (k * R ^ (k - 1) * q.eval (Real.log R)
      + R ^ k * ((derivative q).eval (Real.log R) * R⁻¹)) R := h1.mul h2
  refine h3.congr_deriv ?_
  simp only [logTerm, eval_add, eval_mul, eval_C]
  rw [Real.rpow_sub_one hR.ne' k]
  ring

/-- For `R > 0` the hyperradial operator maps `R^k q(ln R)` to
`R^(k-2) (k(k+d-2) q + (2k+d-2) q' + q'')(ln R)`. -/
theorem hyperradial_logTerm (d k : ℝ) (q : ℝ[X]) {R : ℝ} (hR : 0 < R) :
    hyperradial d (logTerm k q) R
      = logTerm (k - 2) (logOp (k * (k + d - 2)) (2 * k + d - 2) 1 q) R := by
  -- near R the first derivative is again a Fock-type term
  have hd : deriv (logTerm k q) =ᶠ[𝓝 R] logTerm (k - 1) (C k * q + derivative q) := by
    filter_upwards [Ioi_mem_nhds hR] with x hx
    exact (hasDerivAt_logTerm k q hx).deriv
  have e1 : R ^ (k - 1) = R ^ (k - 2) * R := by
    rw [← Real.rpow_add_one hR.ne']
    congr 1
    ring
  have e2 : k - 1 - 1 = k - 2 := by ring
  have hne : R ≠ 0 := hR.ne'
  rw [hyperradial, hd.deriv_eq,
    (hasDerivAt_logTerm (k - 1) (C k * q + derivative q) hR).deriv,
    (hasDerivAt_logTerm k q hR).deriv]
  simp only [logTerm, logOp, derivative_add, derivative_mul, derivative_C, zero_mul, zero_add,
    eval_add, eval_mul, eval_C]
  rw [e2, e1]
  generalize R ^ (k - 2) = P
  field_simp
  ring

/-- In six dimensions, for natural `k` and `R > 0`, the operator `d²/dR² + (5/R) d/dR` maps
`R^k q(ln R)` to `R^(k-2) (k(k+4) q + (2k+4) q' + q'')(ln R)`. -/
theorem hyperradial_six (k : ℕ) (q : ℝ[X]) {R : ℝ} (hR : 0 < R) :
    hyperradial 6 (fun r => r ^ k * q.eval (Real.log r)) R
      = R ^ ((k : ℤ) - 2) * (C ((k : ℝ) * (k + 4)) * q + C (2 * (k : ℝ) + 4) * derivative q
          + derivative (derivative q)).eval (Real.log R) := by
  have hf : (fun r : ℝ => r ^ k * q.eval (Real.log r)) = logTerm k q := by
    funext r
    simp [logTerm, Real.rpow_natCast]
  have e1 : (k : ℝ) + 6 - 2 = k + 4 := by ring
  have e2 : 2 * (k : ℝ) + 6 - 2 = 2 * k + 4 := by ring
  have e3 : (k : ℝ) - 2 = (((k : ℤ) - 2 : ℤ) : ℝ) := by norm_num
  rw [hf, hyperradial_logTerm 6 k q hR, logTerm, logOp, e1, e2, e3, Real.rpow_intCast, C_1,
    one_mul]

/-- The radial equation on `R > 0` holds exactly when
`(k(k+d-2) - λ) q + (2k+d-2) q' + q'' = s` as polynomials. -/
theorem solvesRadial_iff (d lam k : ℝ) (q s : ℝ[X]) :
    SolvesRadial d lam k q s ↔ logOp (k * (k + d - 2) - lam) (2 * k + d - 2) 1 q = s := by
  have key : ∀ R, 0 < R → hyperradial d (logTerm k q) R - lam / R ^ 2 * logTerm k q R
      = logTerm (k - 2) (logOp (k * (k + d - 2) - lam) (2 * k + d - 2) 1 q) R := by
    intro R hR
    have hne : R ≠ 0 := hR.ne'
    have e : R ^ k = R ^ (k - 2) * R ^ 2 := by
      rw [← Real.rpow_two, ← Real.rpow_add hR]
      congr 1
      ring
    rw [hyperradial_logTerm d k q hR]
    simp only [logTerm, logOp, eval_add, eval_mul, eval_C]
    rw [e]
    generalize R ^ (k - 2) = P
    field_simp
    ring
  constructor
  · intro h
    -- every real t is the logarithm of R = exp t
    refine Polynomial.funext fun t => ?_
    have h1 := h (Real.exp t) (Real.exp_pos t)
    rw [key _ (Real.exp_pos t), logTerm, logTerm, Real.log_exp] at h1
    exact mul_left_cancel₀ (Real.rpow_pos_of_pos (Real.exp_pos t) _).ne' h1
  · intro h R hR
    rw [key R hR, h]

/-- For nonzero `q` the derivative part `b q' + c q''` has lower degree than `q`. -/
theorem degree_tail_lt (b c : ℝ) {q : ℝ[X]} (hq : q ≠ 0) :
    (C b * derivative q + C c * derivative (derivative q)).degree < q.degree := by
  have h1 := degree_derivative_lt hq
  have h2 : (derivative (derivative q)).degree < q.degree :=
    lt_of_le_of_lt degree_derivative_le h1
  refine (degree_add_le _ _).trans_lt (max_lt ?_ ?_)
  · rw [← smul_eq_C_mul]
    exact (degree_smul_le _ _).trans_lt h1
  · rw [← smul_eq_C_mul]
    exact (degree_smul_le _ _).trans_lt h2

/-- For `a ≠ 0` the polynomial `a q + b q' + c q''` has the degree of `q`. -/
theorem degree_logOp {a : ℝ} (ha : a ≠ 0) (b c : ℝ) (q : ℝ[X]) :
    (logOp a b c q).degree = q.degree := by
  by_cases hq : q = 0
  · simp [logOp, hq]
  · have h := degree_tail_lt b c hq
    rw [← degree_C_mul (p := q) ha] at h
    rw [logOp, add_assoc, degree_add_eq_left_of_degree_lt h, degree_C_mul ha]

/-- For `a ≠ 0` the equation `a q + b q' + c q'' = s` has a polynomial solution for every
source `s`. -/
theorem exists_logOp_eq {a : ℝ} (ha : a ≠ 0) (b c : ℝ) (s : ℝ[X]) :
    ∃ q, logOp a b c q = s := by
  refine degree_lt_wf.induction (C := fun s : ℝ[X] => ∃ q, logOp a b c q = s) s ?_
  intro s ih
  by_cases hs : s = 0
  · exact ⟨0, by simp [logOp, hs]⟩
  -- start from s / a and remove the remainder of lower degree
  obtain ⟨p, hp⟩ := ih _ (degree_tail_lt b c hs)
  have hinv : (C a * C a⁻¹ : ℝ[X]) = 1 := by rw [← C_mul, mul_inv_cancel₀ ha, C_1]
  refine ⟨C a⁻¹ * (s - p), ?_⟩
  rw [logOp] at hp
  simp only [logOp, derivative_mul, derivative_C, zero_mul, zero_add, derivative_sub]
  linear_combination s * hinv - C a⁻¹ * hp

/-- For `b ≠ 0` and `s ≠ 0` the equation `a q + b q' + q'' = s` has a polynomial solution, and
every solution has degree `deg s + 1` if `a = 0` and `deg s` otherwise. -/
theorem logOp_solve (a : ℝ) {b : ℝ} (hb : b ≠ 0) {s : ℝ[X]} (hs : s ≠ 0) :
    (∃ q, logOp a b 1 q = s) ∧ ∀ q, logOp a b 1 q = s →
      q.natDegree = if a = 0 then s.natDegree + 1 else s.natDegree := by
  by_cases ha : a = 0
  · -- at a = 0 the equation is of first order in q'
    have key : ∀ q, logOp a b 1 q = logOp b 1 0 (derivative q) := by
      intro q
      simp [logOp, ha]
    have anti : ∀ p : ℝ[X], ∃ q : ℝ[X], derivative q = p := by
      intro p
      induction p using Polynomial.induction_on' with
      | add p r hp hr =>
        obtain ⟨u, hu⟩ := hp
        obtain ⟨v, hv⟩ := hr
        exact ⟨u + v, by rw [derivative_add, hu, hv]⟩
      | monomial n c =>
        refine ⟨monomial (n + 1) (c / ((n + 1 : ℕ) : ℝ)), ?_⟩
        have hn : ((n + 1 : ℕ) : ℝ) ≠ 0 := by positivity
        rw [derivative_monomial, div_mul_cancel₀ c hn, Nat.add_sub_cancel]
    constructor
    · obtain ⟨p, hp⟩ := exists_logOp_eq hb 1 0 s
      obtain ⟨q, hq⟩ := anti p
      exact ⟨q, by rw [key, hq, hp]⟩
    · intro q hq
      have hdeg : (derivative q).degree = s.degree := by
        rw [← hq, key, degree_logOp hb]
      have h' : derivative q ≠ 0 := fun h =>
        hs (degree_eq_bot.mp (by rw [← hdeg, h, degree_zero]))
      have h0 : q.natDegree ≠ 0 := fun e =>
        h' (by rw [eq_C_of_natDegree_eq_zero e, derivative_C])
      have hq0 : q ≠ 0 := fun e => h0 (by rw [e, natDegree_zero])
      obtain ⟨n, hn⟩ : ∃ n, q.natDegree = n + 1 := ⟨q.natDegree - 1, by omega⟩
      have hc : (derivative q).coeff n ≠ 0 := by
        rw [coeff_derivative, ← hn]
        exact mul_ne_zero (leadingCoeff_ne_zero.mpr hq0) (by positivity)
      have h1 := le_natDegree_of_ne_zero hc
      have h2 := natDegree_derivative_lt h0
      have h3 := natDegree_eq_of_degree_eq hdeg
      rw [if_pos ha]
      omega
  · refine ⟨exists_logOp_eq ha b 1 s, fun q hq => ?_⟩
    rw [if_neg ha, ← hq]
    exact (natDegree_eq_of_degree_eq (degree_logOp ha b 1 q)).symm

/-- For `2k+d-2 ≠ 0` and a nonzero source the radial equation has a solution `R^k q(ln R)`, and
every such `q` has degree `deg s + 1` if `λ = k(k+d-2)` and `deg s` otherwise. -/
theorem log_power_rises_at_resonance (d lam k : ℝ) (hb : 2 * k + d - 2 ≠ 0) {s : ℝ[X]}
    (hs : s ≠ 0) :
    (∃ q, SolvesRadial d lam k q s) ∧ ∀ q, SolvesRadial d lam k q s →
      q.natDegree = if lam = k * (k + d - 2) then s.natDegree + 1 else s.natDegree := by
  obtain ⟨⟨q, hq⟩, h⟩ := logOp_solve (k * (k + d - 2) - lam) hb hs
  refine ⟨⟨q, (solvesRadial_iff d lam k q s).mpr hq⟩, fun p hp => ?_⟩
  have h1 := h p ((solvesRadial_iff d lam k p s).mp hp)
  by_cases hl : lam = k * (k + d - 2)
  · rw [if_pos (sub_eq_zero.mpr hl.symm)] at h1
    rw [if_pos hl, h1]
  · rw [if_neg (fun e => hl (sub_eq_zero.mp e).symm)] at h1
    rw [if_neg hl, h1]

/-- For natural `k` and nonzero `s`, `(k(k+4) - λ) q + (2k+4) q' + q'' = s` has a polynomial
solution, and every solution has degree `deg s + 1` if `λ = k(k+4)` and `deg s` otherwise. -/
theorem log_degree_six (k : ℕ) (lam : ℝ) {s : ℝ[X]} (hs : s ≠ 0) :
    (∃ q, logOp (k * (k + 4) - lam) (2 * k + 4) 1 q = s) ∧
      ∀ q, logOp (k * (k + 4) - lam) (2 * k + 4) 1 q = s →
        q.natDegree = if lam = k * (k + 4) then s.natDegree + 1 else s.natDegree := by
  have hb : 2 * (k : ℝ) + 4 ≠ 0 := by positivity
  obtain ⟨hex, h⟩ := logOp_solve ((k : ℝ) * (k + 4) - lam) hb hs
  refine ⟨hex, fun p hp => ?_⟩
  have h1 := h p hp
  by_cases hl : lam = k * (k + 4)
  · rw [if_pos (sub_eq_zero.mpr hl.symm)] at h1
    rw [if_pos hl, h1]
  · rw [if_neg (fun e => hl (sub_eq_zero.mp e).symm)] at h1
    rw [if_neg hl, h1]

end

end FockExpansion
```

```lean
#print axioms FockExpansion.hyperradial_six
#print axioms FockExpansion.log_power_rises_at_resonance
#print axioms FockExpansion.log_degree_six
```

```
'FockExpansion.hyperradial_six' depends on axioms: [propext, Classical.choice, Quot.sound]
'FockExpansion.log_power_rises_at_resonance' depends on axioms: [propext, Classical.choice, Quot.sound]
'FockExpansion.log_degree_six' depends on axioms: [propext, Classical.choice, Quot.sound]
```

## Lean objects and proof steps

`logTerm k q R` is R^k q(ln R) with a real exponent, `hyperradial d f R` is D f at R, and `logOp a b c q` is Lq, where `C a` is the constant polynomial a and `derivative` is d/dt. `SolvesRadial d lam k q s` is the radial equation at every R > 0, with `lam` for λ. Lean assigns values to logarithms, real powers and `deriv` everywhere, but only R > 0 is used, where `HasDerivAt` certifies true derivatives.

`hasDerivAt_logTerm` is the first-derivative rule: `h1` differentiates the power, `h2` is the chain rule, and `h1.mul h2` the product rule. In `hyperradial_logTerm`, `hd` states that the first derivative equals the new Fock-type term on a neighbourhood of R, which is what permits differentiating it again; `ring` then collects coefficients. `hyperradial_six` restates the identity with a natural power R^k and an integer power k−2, so k = 0 and k = 1 give R^(−2) and R^(−1). `solvesRadial_iff` evaluates at `Real.exp t`, cancels the power by `mul_left_cancel₀`, and concludes with `Polynomial.funext`.

`degree_tail_lt` and `degree_logOp` are the two degree statements for T and L. `exists_logOp_eq` is the induction, with witness `C a⁻¹ * (s - p)` and the check of Lq = s done by `linear_combination`. In `logOp_solve`, `key` is the reduction to p = q′, `anti` the term-by-term integration, and `hc` the nonzero coefficient of q′. `log_power_rises_at_resonance` transfers the result to the radial equation for general d and k, and `log_degree_six` states it for the polynomial equation with d = 6 and natural k. The conclusions use `natDegree`, which is 0 for the zero polynomial.

## One channel, one order, exact arithmetic

The theorems give the operator identity, the equivalence of the radial and polynomial equations, existence of a solution of the form R^k q(ln R), and the degree of every solution of that form. The Fock expansion proper is a statement about the two-electron wave function, and the file touches only its radial step: hyperangles, the spectrum of Λ², the Coulomb source, the sum over channels, the iteration over k and convergence of the series do not appear in it. Solutions of the radial equation with other powers of R are not considered, and uniqueness of q is not stated. The coefficient recursion, the numerical examples and the counter-examples below were worked in ordinary algebra and are not theorems of the file.

Resonance is an exact equality and deg s an exact degree. For a small but nonzero a the degree stays deg s while the sweep divides by a at every step, and a leading coefficient of s that should cancel but survives as rounding noise inflates the degree that a code sees.

## Counter-examples without 2k+d−2 ≠ 0 or s ≠ 0

The condition 2k+d−2 ≠ 0 says that at resonance the two exponents k and −(k+d−2) of the homogeneous radial equation are distinct. Take d = 2, k = 0, λ = 0 and s = 1, where they coincide. The polynomial equation is q″ = 1, solved by q = t²/2. Directly, f = (ln R)²/2 has f′ = ln R / R and f″ = (1 − ln R)/R², so f″ + f′/R = 1/R². The degree is deg s + 2, not deg s + 1.

Without s ≠ 0, take d = 6, k = 2, λ = 12 and s = 0. Then q = 1 solves 8q′ + q″ = 0 with degree 0, whereas the rule would give `s.natDegree + 1`, which is 1. A resonant channel on which the source has no projection forces no logarithm.
